# In a Two-State Davidson Basis Containing the Exact Lower Eigenvector, Ignoring Overlap Pushes Its Nonzero Energy Too Low

## Two eigenvectors and a tilted basis vector

Let $H$ be a linear operator on a real inner product space, with orthonormal eigenvectors $y$ and $x$:

$$Hy=Ey,\qquad Hx=Fx,\qquad E<F .$$

For a real number $s$ with $0<|s|<1$, put

$$z=s\,y+\sqrt{1-s^2}\,x .$$

This is a unit vector with $\langle y,z\rangle=s$, so $s$ measures the lost orthogonality. The projected matrix $M$ and the overlap matrix $S$ hold the inner products of the basis $(y,z)$ with and without $H$ in between. A Ritz value is a number $\mu$ with $Mc=\mu Sc$ for some $c\neq0$. The faulty procedure replaces $S$ by the identity.

## Where the overlap gets lost

A Davidson solver enlarges a subspace by new vectors, orthogonalizes them against the old ones and diagonalizes the projected matrix. If the orthogonalization is incomplete but the code still solves the ordinary eigenvalue problem, the variational bound can fail. The model shows this for a basis of two vectors, one of them an exact eigenvector; it describes neither the iteration nor the rounding that causes the overlap.

## What is claimed

If $E\neq0$, the lowest eigenvalue of $M$ is strictly below $E$, whereas the lowest Ritz value with the true $S$ is exactly $E$. When $E$ is the ground-state energy of a symmetric $H$, the faulty value therefore lies below the whole spectrum.

The condition $E\neq0$ concerns the zero of energy. Adding a constant $\kappa$ to $H$ changes $M$ by $\kappa S$, not by $\kappa$ times the identity, so the faulty result depends on that zero. At $E=0$ the coupling vanishes and the lowest eigenvalue of $M$ is $E$ itself.

## The two secular equations

From $Hz=sE\,y+\sqrt{1-s^2}\,F\,x$ the matrices are

$$M=\begin{pmatrix}E&sE\\ sE&s^2E+(1-s^2)F\end{pmatrix},\qquad
S=\begin{pmatrix}1&s\\ s&1\end{pmatrix}.$$

Write $a,d$ for the diagonal entries of $M$ and $b=sE$ for the coupling. Without the overlap, the secular equation is $(a-\mu)(d-\mu)=b^2$, or equivalently

$$\left(\frac{a+d}{2}-\mu\right)^2=\left(\frac{a-d}{2}\right)^2+b^2 .$$

The lower root is

$$\mu_-=\frac{a+d}{2}-\sqrt{\left(\frac{a-d}{2}\right)^2+b^2}.$$

Since $b\neq0$, the square root exceeds $|a-d|/2\ge(d-a)/2$. Hence $\mu_-<(a+d)/2-(d-a)/2=a=E$.

With the overlap,

$$\begin{aligned}
\det(M-\mu S)&=(E-\mu)\bigl(s^2E+(1-s^2)F-\mu\bigr)-s^2(E-\mu)^2\\
&=(E-\mu)\bigl((1-s^2)F-(1-s^2)\mu\bigr)\\
&=(1-s^2)(E-\mu)(F-\mu).
\end{aligned}$$

The roots are $E$ and $F$, and the lower one is $E$.

## The statement in Lean

In `spurious_energy`, `V` is the real inner product space, of any dimension that admits the two eigenvectors, and `H : V →ₗ[ℝ] V` is defined on all of it. Symmetry of `H` is not assumed; the eigenvector equations and orthonormality suffice. Complex spaces and unbounded operators with a restricted domain are left out.

The vector $z$ is `tilted s y x`, while `projected` and `overlap` build $M$ and $S$. The set `ritzValues M S` collects the Ritz values, and second argument `1` means ignored overlap. `IsLeast` says that a number belongs to the set and bounds it from below. The first conclusion gives such a least value `e` with `e < E`; the second says that `E` is least when the overlap is kept.

```lean
import Mathlib

open Matrix

namespace DavidsonOrthogonalityLoss

noncomputable section

variable {V : Type*} [NormedAddCommGroup V] [InnerProductSpace ℝ V]

/-- The matrix of `H` projected on the two basis vectors `u`, `v`. -/
def projected (H : V →ₗ[ℝ] V) (u v : V) : Matrix (Fin 2) (Fin 2) ℝ :=
  !![inner ℝ u (H u), inner ℝ u (H v); inner ℝ v (H u), inner ℝ v (H v)]

/-- The overlap matrix of the two basis vectors `u`, `v`. -/
def overlap (u v : V) : Matrix (Fin 2) (Fin 2) ℝ :=
  !![inner ℝ u u, inner ℝ u v; inner ℝ v u, inner ℝ v v]

/-- The numbers `μ` that solve `M c = μ S c` for some nonzero coefficient vector `c`.
Taking `S = 1` treats the basis as orthonormal. -/
def ritzValues (M S : Matrix (Fin 2) (Fin 2) ℝ) : Set ℝ :=
  {μ | ∃ c : Fin 2 → ℝ, c ≠ 0 ∧ M *ᵥ c = μ • (S *ᵥ c)}

/-- The lower root of the secular equation of the symmetric matrix with diagonal `a`, `d`
and coupling `b`. -/
def lowerRoot (a b d : ℝ) : ℝ := (a + d) / 2 - √(((a - d) / 2) ^ 2 + b ^ 2)

/-- The basis vector `s y + √(1 - s²) x`, for `|s| ≤ 1`. -/
def tilted (s : ℝ) (y x : V) : V := s • y + √(1 - s ^ 2) • x

/-- The Ritz values are the roots of the secular determinant. -/
theorem mem_ritzValues_iff (M S : Matrix (Fin 2) (Fin 2) ℝ) (μ : ℝ) :
    μ ∈ ritzValues M S ↔ (M - μ • S).det = 0 := by
  have key : ∀ c : Fin 2 → ℝ, (M - μ • S) *ᵥ c = M *ᵥ c - μ • (S *ᵥ c) := by
    intro c
    ext i
    fin_cases i <;> simp [Matrix.mulVec, dotProduct, Fin.sum_univ_two] <;> ring
  rw [← Matrix.exists_mulVec_eq_zero_iff]
  simp only [ritzValues, Set.mem_ofPred_eq, key, sub_eq_zero]

/-- The secular equation of a symmetric two-by-two matrix in a basis taken as orthonormal. -/
theorem mem_ritzValues_one_iff (a b d μ : ℝ) :
    μ ∈ ritzValues !![a, b; b, d] 1 ↔ (a - μ) * (d - μ) = b ^ 2 := by
  have h : (!![a, b; b, d] - μ • (1 : Matrix (Fin 2) (Fin 2) ℝ)).det
      = (a - μ) * (d - μ) - b ^ 2 := by
    simp [Matrix.det_fin_two, sq]
  rw [mem_ritzValues_iff, h, sub_eq_zero]

/-- `lowerRoot a b d` is the lowest eigenvalue of the symmetric matrix with diagonal `a`, `d`
and coupling `b`. -/
theorem lowerRoot_isLeast (a b d : ℝ) :
    IsLeast (ritzValues !![a, b; b, d] 1) (lowerRoot a b d) := by
  constructor
  · rw [mem_ritzValues_one_iff, lowerRoot]
    have h : √(((a - d) / 2) ^ 2 + b ^ 2) ^ 2 = ((a - d) / 2) ^ 2 + b ^ 2 :=
      Real.sq_sqrt (by positivity)
    linear_combination h
  · intro μ hμ
    rw [mem_ritzValues_one_iff] at hμ
    -- every root lies at the same distance from the mean of the diagonal
    have h : |(a + d) / 2 - μ| ≤ √(((a - d) / 2) ^ 2 + b ^ 2) :=
      Real.abs_le_sqrt (by nlinarith)
    have h' := le_abs_self ((a + d) / 2 - μ)
    unfold lowerRoot
    linarith

/-- A nonzero coupling pushes the lowest eigenvalue strictly below the first diagonal entry. -/
theorem lowerRoot_lt (a d : ℝ) {b : ℝ} (hb : b ≠ 0) : lowerRoot a b d < a := by
  have hb2 : 0 < b ^ 2 := by positivity
  have h : (d - a) / 2 < √(((a - d) / 2) ^ 2 + b ^ 2) :=
    Real.lt_sqrt_of_sq_lt (by nlinarith)
  unfold lowerRoot
  linarith

/-- The projected and overlap matrices on `y` and `s y + √(1 - s²) x`, for orthonormal
eigenvectors `y`, `x` of `H` with energies `E`, `F` and `|s| ≤ 1`. -/
theorem two_state_matrices {H : V →ₗ[ℝ] V} {y x : V} {E F s : ℝ}
    (hy : ‖y‖ = 1) (hx : ‖x‖ = 1) (hyx : inner ℝ y x = 0)
    (hHy : H y = E • y) (hHx : H x = F • x) (hs : |s| ≤ 1) :
    projected H y (tilted s y x) = !![E, s * E; s * E, s ^ 2 * E + (1 - s ^ 2) * F] ∧
      overlap y (tilted s y x) = !![1, s; s, 1] := by
  have hc : √(1 - s ^ 2) ^ 2 = 1 - s ^ 2 :=
    Real.sq_sqrt (sub_nonneg.2 ((sq_le_one_iff_abs_le_one s).2 hs))
  have hyy : inner ℝ y y = (1 : ℝ) := by rw [real_inner_self_eq_norm_sq, hy]; norm_num
  have hxx : inner ℝ x x = (1 : ℝ) := by rw [real_inner_self_eq_norm_sq, hx]; norm_num
  have hxy : inner ℝ x y = (0 : ℝ) := by rw [real_inner_comm, hyx]
  have hl : ∀ a b : ℝ, inner ℝ y (a • y + b • x) = a := by
    intro a b
    rw [inner_add_right, real_inner_smul_right, real_inner_smul_right, hyy, hyx]
    ring
  have hr : ∀ a b : ℝ, inner ℝ (tilted s y x) (a • y + b • x) = s * a + √(1 - s ^ 2) * b := by
    intro a b
    simp only [tilted, inner_add_left, inner_add_right, real_inner_smul_left,
      real_inner_smul_right, hyy, hxx, hyx, hxy]
    ring
  have hHz : H (tilted s y x) = (s * E) • y + (√(1 - s ^ 2) * F) • x := by
    rw [tilted, map_add, map_smul, map_smul, hHy, hHx, smul_smul, smul_smul]
  have hyz : inner ℝ y (tilted s y x) = s := hl _ _
  have hzy : inner ℝ (tilted s y x) y = s := by rw [real_inner_comm, hyz]
  have hzz : inner ℝ (tilted s y x) (tilted s y x) = (1 : ℝ) := by
    have h := hr s (√(1 - s ^ 2))
    change inner ℝ (tilted s y x) (tilted s y x) = _ at h
    linear_combination h + hc
  have h0 : inner ℝ y (H y) = E := by rw [hHy, real_inner_smul_right, hyy, mul_one]
  have h1 : inner ℝ y (H (tilted s y x)) = s * E := by rw [hHz, hl]
  have h2 : inner ℝ (tilted s y x) (H y) = s * E := by
    rw [hHy, real_inner_smul_right, hzy, mul_comm]
  have h3 : inner ℝ (tilted s y x) (H (tilted s y x)) = s ^ 2 * E + (1 - s ^ 2) * F := by
    rw [hHz, hr]
    linear_combination F * hc
  exact ⟨by rw [projected, h0, h1, h2, h3], by rw [overlap, hyy, hyz, hzy, hzz]⟩

/-- Let `y`, `x` be orthonormal eigenvectors of `H` with energies `E < F`, `E ≠ 0`, and
`0 < |s| < 1`. On the basis `y`, `s y + √(1 - s²) x` the lowest eigenvalue found by ignoring
the overlap is strictly below `E`, while the lowest Ritz value with the overlap is `E`. -/
theorem spurious_energy {H : V →ₗ[ℝ] V} {y x : V} {E F s : ℝ}
    (hy : ‖y‖ = 1) (hx : ‖x‖ = 1) (hyx : inner ℝ y x = 0)
    (hHy : H y = E • y) (hHx : H x = F • x) (hEF : E < F) (hE : E ≠ 0)
    (hs0 : 0 < |s|) (hs1 : |s| < 1) :
    (∃ e, IsLeast (ritzValues (projected H y (tilted s y x)) 1) e ∧ e < E) ∧
      IsLeast (ritzValues (projected H y (tilted s y x)) (overlap y (tilted s y x))) E := by
  obtain ⟨hP, hS⟩ := two_state_matrices hy hx hyx hHy hHx hs1.le
  rw [hP, hS]
  refine ⟨⟨_, lowerRoot_isLeast _ _ _, lowerRoot_lt _ _ (mul_ne_zero (abs_pos.1 hs0) hE)⟩, ?_⟩
  have hpos : 0 < 1 - s ^ 2 := sub_pos.2 ((sq_lt_one_iff_abs_lt_one s).2 hs1)
  -- with the true overlap the secular determinant has the exact energies as roots
  have hdet : ∀ μ : ℝ, (!![E, s * E; s * E, s ^ 2 * E + (1 - s ^ 2) * F]
      - μ • !![1, s; s, 1]).det = (1 - s ^ 2) * ((E - μ) * (F - μ)) := by
    intro μ
    simp [Matrix.det_fin_two]
    ring
  constructor
  · rw [mem_ritzValues_iff, hdet]
    ring
  · intro μ hμ
    rw [mem_ritzValues_iff, hdet] at hμ
    by_contra hlt
    have hlt' : μ < E := not_le.1 hlt
    have h := mul_pos hpos (mul_pos (sub_pos.2 hlt') (sub_pos.2 (hlt'.trans hEF)))
    linarith

/-- The two-level operator on the plane that multiplies the first coordinate by `-1` and
keeps the second. -/
def twoLevel : EuclideanSpace ℝ (Fin 2) →ₗ[ℝ] EuclideanSpace ℝ (Fin 2) where
  toFun v := !₂[-v 0, v 1]
  map_add' u v := by
    ext i
    fin_cases i <;> simp
    ring
  map_smul' a v := by
    ext i
    fin_cases i <;> simp

/-- The two coordinate vectors are orthonormal eigenvectors of `twoLevel` with energies `-1`
and `1`. -/
theorem twoLevel_witness :
    ‖(!₂[1, 0] : EuclideanSpace ℝ (Fin 2))‖ = 1 ∧
      ‖(!₂[0, 1] : EuclideanSpace ℝ (Fin 2))‖ = 1 ∧
      inner ℝ (!₂[1, 0] : EuclideanSpace ℝ (Fin 2)) !₂[0, 1] = 0 ∧
      twoLevel !₂[1, 0] = (-1 : ℝ) • !₂[1, 0] ∧ twoLevel !₂[0, 1] = (1 : ℝ) • !₂[0, 1] := by
  refine ⟨?_, ?_, ?_, ?_, ?_⟩
  · simp [EuclideanSpace.norm_eq, Fin.sum_univ_two]
  · simp [EuclideanSpace.norm_eq, Fin.sum_univ_two]
  · simp [PiLp.inner_apply, Fin.sum_univ_two]
  · ext i
    fin_cases i <;> simp [twoLevel]
  · ext i
    fin_cases i <;> simp [twoLevel]

end

end DavidsonOrthogonalityLoss
```

```lean
#print axioms DavidsonOrthogonalityLoss.spurious_energy
```

```
'DavidsonOrthogonalityLoss.spurious_energy' depends on axioms: [propext, Classical.choice, Quot.sound]
```

## From determinants to the lowest value

`mem_ritzValues_iff` turns the existence of a nonzero $c$ into a vanishing determinant, and `mem_ritzValues_one_iff` writes this out for $S=1$.

In `lowerRoot_isLeast`, squaring the square root shows that $\mu_-$ solves the equation. `Real.abs_le_sqrt` then bounds the distance of any root from the diagonal mean, so no root is lower. `lowerRoot_lt` is the strict inequality $\mu_-<a$, obtained by comparing squares.

`two_state_matrices` computes the inner products; its helpers `hl` and `hr` expand those with $y$ and $z$ on the left.

The main theorem inserts these matrices. Its first half combines the two `lowerRoot` lemmas with $sE\neq0$. For the second, `hdet` is the factorized determinant: if $\mu<E$, all three factors are positive, which contradicts a zero determinant.

Finally, `twoLevel_witness` supplies a concrete operator on the plane with orthonormal eigenvectors and energies $-1$ and $1$, to which the theorem applies for every allowed $s$.
